# For a tight-binding ring with unit hoppings and closing phase θ, det(E − H) is the transfer-matrix trace minus 2 cos θ

Take two sites with energies e_0 and e_1, joined by one bond of strength 1 and a second carrying the phase exp(iθ). The bonds act in parallel, so the off-diagonal elements of H are 1 + exp(±iθ), and

det(E − H) = (E − e_0)(E − e_1) − |1 + exp(iθ)|² = (E − e_0)(E − e_1) − 2 − 2 cos θ.

With T_j = [[E − e_j, −1], [1, 0]], the product T_1T_0 has trace (E − e_0)(E − e_1) − 2. The trace holds the site energies, and the phase enters only through 2 cos θ. The same separation holds for every ring of p ≥ 2 sites.

## The ring and its transfer matrices

In Lean 4 with Mathlib:

```lean
import Mathlib

open Matrix

namespace FloquetDiscriminant

noncomputable section
```

This loads Mathlib and its matrix notation.

```lean
/-- The transfer matrix of one site with energy `ε` at energy `E`, for unit hoppings. -/
def siteMatrix {R : Type*} [CommRing R] (E ε : R) : Matrix (Fin 2) (Fin 2) R :=
  !![E - ε, -1; 1, 0]
```

This is T_j, with `ε` for e_j. The Schrödinger equation along the chain gives

ψ_{j+1} = (E − e_j)ψ_j − ψ_{j−1},

so T_j takes (ψ_j, ψ_{j−1}) to (ψ_{j+1}, ψ_j). The entries may lie in any commutative ring `R`, so real and complex energies share one definition.

```lean
/-- The ordered product of the transfer matrices of sites `0, …, n - 1`, later sites to the left. -/
def transfer {R : Type*} [CommRing R] (E : R) (e : ℕ → R) : ℕ → Matrix (Fin 2) (Fin 2) R
  | 0 => 1
  | n + 1 => siteMatrix E (e n) * transfer E e n
```

`transfer E e n` is T_{n−1}⋯T_0, and the empty product is the identity.

```lean
/-- The Hamiltonian of a ring of `p` sites: site energies `e j`, unit hoppings along the chain,
and a closing bond with phase `exp (iθ)`. The terms of coinciding bonds add. -/
def ringHamiltonian (p : ℕ) (e : ℕ → ℝ) (θ : ℝ) : Matrix (Fin p) (Fin p) ℂ :=
  Matrix.of fun i j =>
    (if (i : ℕ) = j then (e i : ℂ) else 0)
    + (if (i : ℕ) + 1 = j then 1 else 0) + (if (j : ℕ) + 1 = i then 1 else 0)
    + (if (i : ℕ) + 1 = p ∧ (j : ℕ) = 0 then Complex.exp (θ * Complex.I) else 0)
    + (if (j : ℕ) + 1 = p ∧ (i : ℕ) = 0 then Complex.exp (-θ * Complex.I) else 0)
```

`Fin p` is the index set 0, …, p − 1. The five terms are the site energies, the chain bonds in both directions, and the closing bond with its conjugate. The phase stands for a magnetic flux through the ring, or for the Bloch phase across a cell of p sites. Energies `e j` and `θ` are real; only the first p energies matter.

## Cutting the ring open

```lean
/-- The recursion matrix of the chain cut open: each row links an amplitude to the two before it, as
far as the chain contains them. -/
def cut (E : ℂ) (e : ℕ → ℝ) (p : ℕ) : Matrix (Fin p) (Fin p) ℂ :=
  Matrix.of fun i k =>
    (if (k : ℕ) = i then 1 else 0) - (if (k : ℕ) + 1 = i then E - (e i : ℂ) else 0)
    + (if (k : ℕ) + 2 = i then 1 else 0)
```

Call this matrix C. Its column k multiplies ψ_{k+1}, and its row i is the recursion at site i, without the terms in ψ_0 and ψ_{−1}, which have no column.

```lean
/-- The two waves, up to sign, that the transfer matrices propagate from the two unit initial
conditions. -/
def waves (E : ℂ) (e : ℕ → ℝ) (p : ℕ) : Matrix (Fin p) (Fin 2) ℂ :=
  Matrix.of fun k c => -(transfer E (fun j => (e j : ℂ)) (k + 1) 0 c)
```

Call this W. Its column c holds −ψ_1, …, −ψ_p for the wave started from (ψ_0, ψ_{−1}) = (1, 0) or (0, 1).

```lean
/-- The matrix that reads off the last and the last but one of `n + 2` amplitudes. -/
def ends (n : ℕ) : Matrix (Fin 2) (Fin (n + 2)) ℂ :=
  Matrix.of ![fun k => if (k : ℕ) = n + 1 then 1 else 0, fun k => if (k : ℕ) = n then 1 else 0]
```

Call this B. With p = n + 2, it reads off the last and the last but one amplitude.

```lean
/-- One more site updates the pair of amplitudes by the tight-binding recursion. -/
theorem transfer_step {R : Type*} [CommRing R] (E : R) (e : ℕ → R) (n : ℕ) (c : Fin 2) :
    transfer E e (n + 1) 0 c = (E - e n) * transfer E e n 0 c - transfer E e n 1 c ∧
    transfer E e (n + 1) 1 c = transfer E e n 0 c := by
  constructor
  · show (siteMatrix E (e n) * transfer E e n) 0 c = _
    rw [Matrix.mul_apply, Fin.sum_univ_two]
    change (E - e n) * _ + (-1) * _ = _
    ring
  · show (siteMatrix E (e n) * transfer E e n) 1 c = _
    rw [Matrix.mul_apply, Fin.sum_univ_two]
    change 1 * _ + 0 * _ = _
    ring
```

These are the two rows of T_n acting on a pair of amplitudes. The proof writes out the 2×2 product, and `ring` does the algebra.

```lean
/-- The ordered product of transfer matrices has determinant one. -/
theorem det_transfer {R : Type*} [CommRing R] (E : R) (e : ℕ → R) (n : ℕ) :
    (transfer E e n).det = 1 := by
  induction n with
  | zero => simp [transfer]
  | succ n ih =>
    rw [transfer, Matrix.det_mul, ih, mul_one, siteMatrix, Matrix.det_fin_two_of]
    ring
```

Each factor has determinant (E − e_j)·0 − (−1)·1 = 1. Induction on n multiplies them.

```lean
/-- A sum over sites that selects the site `d` places before `i` gives the value there, or zero
if the chain has no such site. -/
theorem sum_shift {p : ℕ} (i : Fin p) (d : ℕ) (g : ℕ → ℂ) :
    ∑ k : Fin p, (if (k : ℕ) + d = i then g k else 0) = if d ≤ (i : ℕ) then g (i - d) else 0 := by
  have hi := i.isLt
  split_ifs with h
  · rw [Finset.sum_eq_single (⟨i - d, by omega⟩ : Fin p)]
    · exact if_pos (Nat.sub_add_cancel h)
    · intro k _ hk
      exact if_neg fun h' => hk (Fin.ext (show (k : ℕ) = i - d by omega))
    · intro h'
      exact absurd (Finset.mem_univ _) h'
  · exact Finset.sum_eq_zero fun k _ => if_neg (by omega)
```

A sum containing a Kronecker delta keeps one term, or none if the chain starts too late. `omega` settles the index arithmetic.

```lean
/-- The propagated waves solve the recursion of the cut chain, with sources only at the first
two sites. -/
theorem cut_mul_waves (E : ℂ) (e : ℕ → ℝ) (p : ℕ) :
    cut E e p * waves E e p = Matrix.of fun i : Fin p =>
      ![(if (i : ℕ) = 0 then -(E - (e i : ℂ)) else 0) + (if (i : ℕ) = 1 then 1 else 0),
        if (i : ℕ) = 0 then 1 else 0] := by
  ext i c
  let g : ℕ → ℂ := fun k => -(transfer E (fun j => (e j : ℂ)) (k + 1) 0 c)
  have h0 := sum_shift i 0 g
  have h1 := sum_shift i 1 (fun k => (E - (e i : ℂ)) * g k)
  have h2 := sum_shift i 2 g
  simp only [add_zero, Nat.zero_le, if_true, Nat.sub_zero] at h0 h1 h2
  have hs : (cut E e p * waves E e p) i c = ∑ k : Fin p, cut E e p i k * g k := rfl
  rw [hs]
  simp only [cut, Matrix.of_apply, add_mul, sub_mul, ite_mul, one_mul, zero_mul,
    Finset.sum_add_distrib, Finset.sum_sub_distrib] at h1 ⊢
  rw [h0, h1, h2]
  have hz : transfer E (fun j => (e j : ℂ)) 0 = 1 := rfl
  obtain ⟨i, hi⟩ := i
  -- the first two sites carry the sources, all later ones obey the recursion
  rcases i with _ | _ | i <;> fin_cases c <;>
    simp [g, (transfer_step _ _ _ _).1, (transfer_step _ _ _ _).2, hz] <;> ring
```

Row i of CW is −(ψ_{i+1} − (E − e_i)ψ_i + ψ_{i−1}), without the terms in ψ_0 and ψ_{−1}, which W does not contain. The full bracket vanishes, so only the missing terms survive: row 0 is (−(E − e_0), 1), row 1 is (1, 0), and any later row is zero. The proof splits into these three cases.

```lean
/-- The end amplitudes of the two waves form minus the ordered product of transfer matrices. -/
theorem ends_mul_waves (E : ℂ) (e : ℕ → ℝ) (n : ℕ) :
    ends n * waves E e (n + 2) = -transfer E (fun j => (e j : ℂ)) (n + 2) := by
  ext a c
  let g : ℕ → ℂ := fun k => transfer E (fun j => (e j : ℂ)) (k + 1) 0 c
  have h0 := sum_shift (Fin.last (n + 1)) 0 g
  have h1 := sum_shift (Fin.last (n + 1)) 1 g
  revert a
  refine Fin.forall_fin_two.2 ⟨?_, ?_⟩
  · simpa [ends, waves, Matrix.mul_apply, g] using h0
  · rw [Matrix.neg_apply, (transfer_step _ _ (n + 1) c).2]
    simpa [ends, waves, Matrix.mul_apply, g] using h1
```

The last two rows of W are −ψ_p and −ψ_{p−1}, so BW = −T, where T = T_{p−1}⋯T_0.

```lean
/-- With its columns rotated by one site, `E - H` is minus the product of the cut chain, a
rank-two correction of the identity, and a diagonal matrix with the phase of the closing bond. -/
theorem ring_factor (E : ℂ) (e : ℕ → ℝ) (θ : ℝ) (n : ℕ) :
    (E • (1 : Matrix (Fin (n + 2)) (Fin (n + 2)) ℂ)
        - ringHamiltonian (n + 2) e θ).submatrix id (finRotate (n + 2)) =
      -(cut E e (n + 2) * (1 + Complex.exp (-θ * Complex.I) • (waves E e (n + 2) * ends n))
        * Matrix.diagonal fun k : Fin (n + 2) =>
            if (k : ℕ) = n + 1 then Complex.exp (θ * Complex.I) else 1) := by
  have hzw : Complex.exp (θ * Complex.I) * Complex.exp (-θ * Complex.I) = 1 := by
    rw [← Complex.exp_add, ← Complex.exp_zero]
    congr 1
    ring
  rw [Matrix.mul_add, Matrix.mul_one, Matrix.mul_smul, ← Matrix.mul_assoc, cut_mul_waves]
  ext i k
  rw [Matrix.neg_apply, Matrix.mul_diagonal, Matrix.add_apply, Matrix.smul_apply,
    Matrix.mul_apply, Fin.sum_univ_two]
  have hi := i.isLt
  have hk' := k.isLt
  by_cases hk : (k : ℕ) = n + 1
  · -- the column that passes through the closing bond
    have hr : ((finRotate (n + 2) k : Fin (n + 2)) : ℕ) = 0 := by
      rw [coe_finRotate, if_pos (Fin.ext hk)]
    have a1 : ¬ (k : ℕ) + 1 = i := by omega
    have a2 : ¬ (k : ℕ) + 2 = i := by omega
    have a3 : ¬ (k : ℕ) = n := by omega
    simp only [Matrix.submatrix_apply, id, Matrix.sub_apply, Matrix.smul_apply, Matrix.one_apply,
      Fin.ext_iff, hr, ringHamiltonian, Matrix.of_apply, cut, ends, Matrix.cons_val_zero,
      Matrix.cons_val_one, smul_eq_mul, and_true]
    linear_combination (norm := (split_ifs <;> first | (exfalso; omega) | ring))
      ((if (i : ℕ) = 1 then 1 else 0) - (if (i : ℕ) = 0 then E - (e i : ℂ) else 0)) * hzw
  · have hr : ((finRotate (n + 2) k : Fin (n + 2)) : ℕ) = k + 1 := by
      rw [coe_finRotate, if_neg fun h => hk (congrArg Fin.val h)]
    have b1 : ((i : ℕ) = k + 1) ↔ ((k : ℕ) + 1 = i) := eq_comm
    have b2 : ((i : ℕ) + 1 = k + 1) ↔ ((k : ℕ) = i) := by omega
    have b3 : ((k : ℕ) + 1 + 1 = i) ↔ ((k : ℕ) + 2 = i) := by omega
    have b4 : ¬ (k : ℕ) + 1 = 0 := by omega
    have b5 : ((k : ℕ) + 1 + 1 = n + 2) ↔ ((k : ℕ) = n) := by omega
    simp only [Matrix.submatrix_apply, id, Matrix.sub_apply, Matrix.smul_apply, Matrix.one_apply,
      Fin.ext_iff, hr, ringHamiltonian, Matrix.of_apply, cut, ends, Matrix.cons_val_zero,
      Matrix.cons_val_one, smul_eq_mul, b1, b2, b3, b4, b5, hk, and_false, if_false, mul_zero,
      zero_add]
    split_ifs <;> first | (exfalso; omega) | ring
```

Put z = exp(iθ) and w = exp(−iθ), so zw = 1. Moving column 0 of E − H to the end gives

(E − H)_rotated = −C(1 + wWB)D, D = diag(1, …, 1, z).

The proof compares entries, treating the last column separately. There −z(CW)_{i0}w restores E − e_0 in row 0 and −1 in row 1. In the column before it, the correction supplies the closing element −w.

## The determinant and the allowed energies

```lean
/-- **Floquet discriminant.** For a ring of `p ≥ 2` sites, `det (E - H)` is the trace of the
ordered product of transfer matrices minus `2 cos θ`. -/
theorem det_ring {p : ℕ} (hp : 2 ≤ p) (E : ℂ) (e : ℕ → ℝ) (θ : ℝ) :
    (E • (1 : Matrix (Fin p) (Fin p) ℂ) - ringHamiltonian p e θ).det =
      (transfer E (fun j => (e j : ℂ)) p).trace - 2 * (Real.cos θ : ℂ) := by
  obtain ⟨n, rfl⟩ : ∃ n, p = n + 2 := ⟨p - 2, by omega⟩
  have hzw : Complex.exp (θ * Complex.I) * Complex.exp (-θ * Complex.I) = 1 := by
    rw [← Complex.exp_add, ← Complex.exp_zero]
    congr 1
    ring
  have hC : 2 * (Real.cos θ : ℂ)
      = Complex.exp (θ * Complex.I) + Complex.exp (-θ * Complex.I) := by
    rw [Complex.ofReal_cos, Complex.cos]
    ring
  -- the cut chain is unit lower triangular
  have hL : (cut E e (n + 2)).det = 1 := by
    rw [Matrix.det_of_isLowerTriangular]
    · simp [cut]
    · intro i j hij
      have h : i < j := hij
      have h' : (i : ℕ) < j := h
      simp only [cut, Matrix.of_apply]
      split_ifs <;> first | (exfalso; omega) | simp
  -- the rank-two correction reduces to a two by two determinant
  have hK : (1 + Complex.exp (-θ * Complex.I) • (waves E e (n + 2) * ends n)).det =
      1 - Complex.exp (-θ * Complex.I) * (transfer E (fun j => (e j : ℂ)) (n + 2)).trace
        + Complex.exp (-θ * Complex.I) ^ 2 := by
    have hd := det_transfer E (fun j => (e j : ℂ)) (n + 2)
    rw [Matrix.det_fin_two] at hd
    rw [← Matrix.smul_mul, Matrix.det_one_add_mul_comm, Matrix.mul_smul, ends_mul_waves,
      Matrix.det_fin_two, Matrix.trace_fin_two]
    simp only [Matrix.add_apply, Matrix.smul_apply, Matrix.neg_apply, Matrix.one_apply_eq,
      Matrix.one_apply_ne (zero_ne_one : (0 : Fin 2) ≠ 1),
      Matrix.one_apply_ne (one_ne_zero : (1 : Fin 2) ≠ 0), smul_eq_mul]
    linear_combination Complex.exp (-θ * Complex.I) ^ 2 * hd
  have hD : ∏ k : Fin (n + 2), (if (k : ℕ) = n + 1 then Complex.exp (θ * Complex.I) else 1)
      = Complex.exp (θ * Complex.I) := by
    rw [Finset.prod_eq_single (Fin.last (n + 1))]
    · exact if_pos rfl
    · intro k _ hk
      exact if_neg fun h => hk (Fin.ext h)
    · intro h
      exact absurd (Finset.mem_univ _) h
  have hσ := Matrix.det_permute' (finRotate (n + 2))
    (E • (1 : Matrix (Fin (n + 2)) (Fin (n + 2)) ℂ) - ringHamiltonian (n + 2) e θ)
  rw [ring_factor, Matrix.det_neg, Matrix.det_mul, Matrix.det_mul, hL, hK, Matrix.det_diagonal,
    hD, sign_finRotate, Fintype.card_fin] at hσ
  push_cast at hσ
  have hs : (-1 : ℂ) ^ (n + 1) ≠ 0 := pow_ne_zero _ (by norm_num)
  apply mul_left_cancel₀ hs
  linear_combination (-1 : ℂ) * hσ - (-1 : ℂ) ^ (n + 1) * (-1 : ℂ) * hC
    + (-1 : ℂ) ^ (n + 1) * ((transfer E (fun j => (e j : ℂ)) (n + 2)).trace
      - Complex.exp (-θ * Complex.I)) * hzw
```

Take determinants of the factorisation. The rotation contributes (−1)^{p−1} on the left and the overall minus sign (−1)^p on the right. C is lower triangular with unit diagonal, so det C = 1 (`hL`), and det D = z (`hD`). For the middle factor (`hK`), det(1 + XY) = det(1 + YX) reduces the size to two:

det(1 + wWB) = det(1 + wBW) = det(1 − wT) = 1 − w tr T + w²,

using det T = 1. Hence

det(E − H) = −z(1 − w tr T + w²) = tr T − z − w = tr T − 2 cos θ.

The final `linear_combination` carries out this last line. `E` may be any complex number.

```lean
/-- For `p ≥ 2` sites, `E` is an eigenvalue of the ring exactly when the trace of the ordered
product of transfer matrices equals `2 cos θ`. -/
theorem eigenvalue_iff {p : ℕ} (hp : 2 ≤ p) (E : ℂ) (e : ℕ → ℝ) (θ : ℝ) :
    (∃ ψ : Fin p → ℂ, ψ ≠ 0 ∧ ringHamiltonian p e θ *ᵥ ψ = E • ψ) ↔
      (transfer E (fun j => (e j : ℂ)) p).trace = 2 * (Real.cos θ : ℂ) := by
  have h := det_ring hp E e θ
  rw [← sub_eq_zero (b := 2 * (Real.cos θ : ℂ)), ← h, ← Matrix.exists_mulVec_eq_zero_iff]
  refine exists_congr fun ψ => and_congr_right fun _ => ?_
  rw [Matrix.sub_mulVec, Matrix.smul_mulVec, Matrix.one_mulVec, sub_eq_zero]
  exact eq_comm
```

`*ᵥ` applies a matrix to a vector. A nonzero ψ with Hψ = Eψ exists exactly when det(E − H) = 0, that is, when tr T = 2 cos θ.

```lean
/-- For `p ≥ 2` sites, a real energy is an eigenvalue of the ring for some phase `θ` exactly when
the trace of the real ordered product of transfer matrices has absolute value at most two. -/
theorem band_iff {p : ℕ} (hp : 2 ≤ p) (E : ℝ) (e : ℕ → ℝ) :
    (∃ θ : ℝ, ∃ ψ : Fin p → ℂ, ψ ≠ 0 ∧ ringHamiltonian p e θ *ᵥ ψ = (E : ℂ) • ψ) ↔
      |(transfer E e p).trace| ≤ 2 := by
  -- at real energy the complex transfer matrix has the real entries
  have hmap : ∀ n, ∀ a c : Fin 2,
      transfer (E : ℂ) (fun j => (e j : ℂ)) n a c = ((transfer E e n a c : ℝ) : ℂ) := by
    intro n
    induction n with
    | zero =>
      intro a c
      fin_cases a <;> fin_cases c <;> simp [transfer]
    | succ n ih =>
      refine Fin.forall_fin_two.2 ⟨fun c => ?_, fun c => ?_⟩
      · simp only [(transfer_step _ _ n c).1, ih, Complex.ofReal_sub, Complex.ofReal_mul]
      · simp only [(transfer_step _ _ n c).2, ih]
  have htr : (transfer (E : ℂ) (fun j => (e j : ℂ)) p).trace
      = (((transfer E e p).trace : ℝ) : ℂ) := by
    rw [Matrix.trace_fin_two, Matrix.trace_fin_two, hmap, hmap, Complex.ofReal_add]
  simp only [eigenvalue_iff hp, htr]
  constructor
  · rintro ⟨θ, h⟩
    have h' : (transfer E e p).trace = 2 * Real.cos θ := by exact_mod_cast h
    rw [h', abs_le]
    constructor <;> linarith [Real.neg_one_le_cos θ, Real.cos_le_one θ]
  · intro h
    obtain ⟨h1, h2⟩ := abs_le.1 h
    refine ⟨Real.arccos ((transfer E e p).trace / 2), ?_⟩
    rw [Real.cos_arccos (by linarith) (by linarith)]
    push_cast
    ring

end

end FloquetDiscriminant
```

For real E, an induction (`hmap`) shows that the complex product has the real entries. If tr T = 2 cos θ, then |tr T| ≤ 2; conversely, θ = arccos(tr T / 2) supplies the phase. Read with θ as a Bloch phase, this is the allowed-band condition for a non-interacting, one-dimensional crystal with unit nearest-neighbour hoppings, though the theorem itself concerns finite rings.

```lean
#print axioms FloquetDiscriminant.det_ring
#print axioms FloquetDiscriminant.band_iff
```

```
'FloquetDiscriminant.det_ring' depends on axioms: [propext, Classical.choice, Quot.sound]
'FloquetDiscriminant.band_iff' depends on axioms: [propext, Classical.choice, Quot.sound]
```
